# The N! permutation operators on the tensor product of N copies of ℂ^d are linearly independent exactly when d ≥ N

I am fitting an effective Hamiltonian for a triangle of three spins ½. My ansatz has a constant, the three pair swaps and a three-body ring exchange (the two cyclic permutations added together), each with its own coefficient. The linear system for the coefficients is singular, even when I supply every matrix element of the target. Is this a bug, or are these operators really redundant? And would it also happen for spin 1?

## Three qubits have too few levels for three particles

The redundancy is real. The $N!$ operators that permute the factors of the tensor product of $N$ copies of $\mathbb{C}^d$ are linearly independent over $\mathbb{C}$ if and only if $N\le d$. Your spins have $d=2<3=N$, and the ring exchange equals the sum of the three pair swaps minus the identity. Three spins 1 have $d=3=N$, so there the coefficients are unique.

Number the particles $0,\dots,N-1$. A configuration $s$ assigns a level $s(i)$ to each particle $i$, and a state $\psi$ has an amplitude $\psi(s)$ for each configuration. The operator of a permutation $\sigma$ is
$$(P_\sigma\psi)(s)=\psi(s\circ\sigma).$$

**Fewer levels than particles.** Let $d<N$. In any configuration $s$, two particles $i\neq j$ share a level. Let $t$ be their transposition, so that $s\circ t=s$. Consider
$$S=\sum_\sigma \operatorname{sgn}(\sigma)\,\psi(s\circ\sigma).$$
Replacing $\sigma$ by $t\sigma$ only reorders the sum. It flips each sign and leaves each amplitude alone, because $s\circ t\circ\sigma=s\circ\sigma$. Hence $S=-S$, so $S=0$. This holds for all $\psi$ and $s$, which gives
$$\sum_\sigma\operatorname{sgn}(\sigma)\,P_\sigma=0,$$
a linear relation with no zero coefficient. If an operator is $\sum_\sigma c_\sigma P_\sigma$, then the coefficients $c_\sigma+z\operatorname{sgn}(\sigma)$ give the same operator for every complex $z$.

**At least as many levels as particles.** Let $N\le d$ and suppose $\sum_\sigma g_\sigma P_\sigma=0$. Choose a configuration $s$ with all levels distinct. Apply the sum to the basis state that has amplitude 1 at $s\circ\tau$ and 0 elsewhere, and read the amplitude at $s$. The term of $\sigma$ contributes $g_\sigma$ if $s\circ\sigma=s\circ\tau$, and nothing otherwise. Since the levels are distinct, that condition means $\sigma=\tau$. So $g_\tau=0$ for every $\tau$.

**Your triangle.** The identity and the two cyclic permutations are even, and the three swaps are odd. With $C$ and $C^{-1}$ for the cyclic operators, the relation reads
$$C+C^{-1}=P_{01}+P_{12}+P_{02}-1.$$
A ring coefficient $K$ can therefore be absorbed by adding $K$ to each swap coefficient and subtracting $K$ from the constant. For three spins ½, you can remove the ring term from the ansatz without losing any operator.

## How the Lean statements express this

`State N d` is the array of amplitudes in the product basis, and `permOp d σ` is $P_\sigma$ as a linear operator. In `Module.End`, multiplication is composition and `1` is the identity. The convention is fixed by `permOp_productState`: the one-particle state of particle `i` moves to particle `σ i`. `permOp_mul` says that the operators compose as the permutations do.

`antisymmetrizer` is the signed sum without the usual factor $1/N!$. It vanishes for `d < N` by `antisymmetrizer_eq_zero`. The equivalence is `linearIndependent_permOp_iff`, for all natural numbers `N` and `d`. `expansion_not_unique` assumes `d < N`, takes arbitrary coefficients `c` and a non-zero `z`, and states that the shifted coefficients differ from `c` but give the same operator. `ring_exchange_three_qubits` is the identity for your triangle.

The particles are labelled tensor factors, and the operators act on the whole space, not on a bosonic or fermionic subspace. The theorems do not say which operators have a permutation expansion. The step left to you is to identify the amplitude arrays with the tensor product $(\mathbb{C}^d)^{\otimes N}$ through its product basis.

```lean
import Mathlib

open Equiv

namespace PermutationOperators

/-- States of `N` particles with `d` levels each, given by their amplitudes in the
product basis. -/
abbrev State (N d : ℕ) := (Fin N → Fin d) → ℂ

/-- The product state in which particle `i` has the one-particle state `v i`. -/
def productState {N d : ℕ} (v : Fin N → Fin d → ℂ) : State N d :=
  fun s => ∏ i, v i (s i)

/-- The operator that permutes the `N` tensor factors according to `σ`. -/
def permOp (d : ℕ) {N : ℕ} (σ : Perm (Fin N)) : Module.End ℂ (State N d) where
  toFun ψ := fun s => ψ (s ∘ σ)
  map_add' _ _ := rfl
  map_smul' _ _ := rfl

/-- The unnormalised antisymmetrizer: the sum of all permutation operators, each weighted
with the sign of its permutation. -/
noncomputable def antisymmetrizer (N d : ℕ) : Module.End ℂ (State N d) :=
  ∑ σ : Perm (Fin N), ((Perm.sign σ : ℤ) : ℂ) • permOp d σ

/-- On a product state, the permutation operator moves the one-particle state of
particle `i` to particle `σ i`. -/
theorem permOp_productState {N d : ℕ} (σ : Perm (Fin N)) (v : Fin N → Fin d → ℂ) :
    permOp d σ (productState v) = productState (fun i => v (σ.symm i)) := by
  funext s
  -- relabel the factors of the product by `σ`
  have h := Equiv.prod_comp σ (fun i => v (σ.symm i) (s i))
  simp only [Equiv.symm_apply_apply] at h
  exact h

/-- Permutation operators multiply in the same way as the permutations themselves. -/
theorem permOp_mul (d : ℕ) {N : ℕ} (σ τ : Perm (Fin N)) :
    permOp d (σ * τ) = permOp d σ * permOp d τ :=
  LinearMap.ext fun _ => funext fun _ => rfl

/-- With fewer levels than particles, the antisymmetrizer vanishes. -/
theorem antisymmetrizer_eq_zero {N d : ℕ} (h : d < N) : antisymmetrizer N d = 0 := by
  refine LinearMap.ext fun ψ => funext fun s => ?_
  -- two particles must share a level
  obtain ⟨i, j, hij, hs⟩ : ∃ i j, i ≠ j ∧ s i = s j :=
    Fintype.exists_ne_map_eq_of_card_lt s (by simpa using h)
  have hsw : s ∘ (swap i j) = s := by
    funext k
    show s (swap i j k) = s k
    rw [Equiv.swap_apply_def]
    split_ifs with h1 h2
    · rw [h1, hs]
    · rw [h2, hs]
    · rfl
  -- exchanging these two particles reverses the sign of every term
  have hneg : ∀ σ : Perm (Fin N),
      ((Perm.sign (swap i j * σ) : ℤ) : ℂ) * ψ (s ∘ (swap i j * σ : Perm (Fin N)))
        = -(((Perm.sign σ : ℤ) : ℂ) * ψ (s ∘ σ)) := by
    intro σ
    have hc : s ∘ (swap i j * σ : Perm (Fin N)) = s ∘ σ := by
      rw [Perm.coe_mul, ← Function.comp_assoc, hsw]
    rw [hc, Perm.sign_mul, Perm.sign_swap hij]
    simp
  have hsum := Equiv.sum_comp (Equiv.mulLeft (swap i j))
    (fun σ : Perm (Fin N) => ((Perm.sign σ : ℤ) : ℂ) * ψ (s ∘ σ))
  simp only [Equiv.coe_mulLeft, hneg, Finset.sum_neg_distrib] at hsum
  have hzero : ∑ σ : Perm (Fin N), ((Perm.sign σ : ℤ) : ℂ) * ψ (s ∘ σ) = 0 := by
    linear_combination -hsum / 2
  simp only [antisymmetrizer, LinearMap.sum_apply, Finset.sum_apply, LinearMap.smul_apply,
    Pi.smul_apply, smul_eq_mul]
  exact hzero

/-- The `N!` operators permuting the factors of `N` copies of `ℂ^d` are linearly
independent over the complex numbers if and only if there are at least as many levels
as particles. -/
theorem linearIndependent_permOp_iff (N d : ℕ) :
    LinearIndependent ℂ (fun σ : Perm (Fin N) => permOp d σ) ↔ N ≤ d := by
  constructor
  · intro hli
    by_contra hd
    -- the vanishing antisymmetrizer is a non-trivial linear relation
    have h1 := Fintype.linearIndependent_iff.mp hli
      (fun σ => ((Perm.sign σ : ℤ) : ℂ)) (antisymmetrizer_eq_zero (not_le.mp hd)) 1
    simp at h1
  · intro hd
    obtain ⟨s, hs⟩ : ∃ s : Fin N → Fin d, Function.Injective s :=
      ⟨Fin.castLE hd, Fin.castLE_injective hd⟩
    rw [Fintype.linearIndependent_iff]
    intro g hg τ
    -- with all levels distinct, the rearranged configuration reveals the permutation
    have key : ∀ σ : Perm (Fin N), s ∘ σ = s ∘ τ ↔ σ = τ := fun σ =>
      ⟨fun h => Equiv.ext fun k => hs (congrFun h k), fun h => by rw [h]⟩
    have h1 := congrFun (LinearMap.congr_fun hg
      (fun t : Fin N → Fin d => if t = s ∘ τ then (1 : ℂ) else 0)) s
    simp only [LinearMap.sum_apply, Finset.sum_apply, LinearMap.smul_apply,
      Pi.smul_apply, smul_eq_mul, permOp, LinearMap.coe_mk, AddHom.coe_mk, key] at h1
    simpa using h1

/-- With fewer levels than particles, adding a non-zero multiple of the sign to the
coefficients of a permutation expansion changes the coefficients but not the operator. -/
theorem expansion_not_unique {N d : ℕ} (h : d < N) (c : Perm (Fin N) → ℂ)
    {z : ℂ} (hz : z ≠ 0) :
    (fun σ => c σ + z * ((Perm.sign σ : ℤ) : ℂ)) ≠ c ∧
      ∑ σ, (c σ + z * ((Perm.sign σ : ℤ) : ℂ)) • permOp d σ = ∑ σ, c σ • permOp d σ := by
  constructor
  · intro he
    exact hz (by simpa using congrFun he 1)
  · have h0 : ∑ σ : Perm (Fin N), ((Perm.sign σ : ℤ) : ℂ) • permOp d σ = 0 :=
      antisymmetrizer_eq_zero h
    simp only [add_smul, Finset.sum_add_distrib, mul_smul, ← Finset.smul_sum]
    rw [h0, smul_zero, add_zero]

/-- For three qubits, the sum of the two cyclic ring exchanges equals the sum of the three
pair swaps minus the identity. -/
theorem ring_exchange_three_qubits :
    permOp 2 (swap (0 : Fin 3) 1 * swap 1 2) + permOp 2 (swap (1 : Fin 3) 2 * swap 0 1)
      = permOp 2 (swap (0 : Fin 3) 1) + permOp 2 (swap (1 : Fin 3) 2)
        + permOp 2 (swap (0 : Fin 3) 2) - 1 := by
  -- list the six permutations of three particles
  have hu : (Finset.univ : Finset (Perm (Fin 3))) =
      {1, swap 0 1, swap 1 2, swap 0 2, swap 0 1 * swap 1 2, swap 1 2 * swap 0 1} := by
    decide
  have key : ∀ f : Perm (Fin 3) → Module.End ℂ (State 3 2), ∑ σ, f σ =
      f 1 + (f (swap 0 1) + (f (swap 1 2) + (f (swap 0 2) +
        (f (swap 0 1 * swap 1 2) + f (swap 1 2 * swap 0 1))))) := by
    intro f
    rw [hu, Finset.sum_insert, Finset.sum_insert, Finset.sum_insert, Finset.sum_insert,
      Finset.sum_insert, Finset.sum_singleton]
    all_goals decide
  have s01 : Perm.sign (swap (0 : Fin 3) 1) = -1 := Perm.sign_swap (by decide)
  have s12 : Perm.sign (swap (1 : Fin 3) 2) = -1 := Perm.sign_swap (by decide)
  have s02 : Perm.sign (swap (0 : Fin 3) 2) = -1 := Perm.sign_swap (by decide)
  have hone : permOp 2 (1 : Perm (Fin 3)) = 1 :=
    LinearMap.ext fun _ => funext fun _ => rfl
  -- the antisymmetrizer of three qubits vanishes
  have h := antisymmetrizer_eq_zero (N := 3) (d := 2) (by norm_num)
  rw [antisymmetrizer, key] at h
  simp only [Perm.sign_mul, s01, s12, s02, Perm.sign_one, hone, mul_neg, mul_one, neg_neg,
    Units.val_neg, Units.val_one, Int.cast_neg, Int.cast_one] at h
  linear_combination (norm := module) h

end PermutationOperators
```

```lean
#print axioms PermutationOperators.permOp_mul
#print axioms PermutationOperators.linearIndependent_permOp_iff
#print axioms PermutationOperators.expansion_not_unique
#print axioms PermutationOperators.ring_exchange_three_qubits
```

```
'PermutationOperators.permOp_mul' depends on axioms: [propext, Classical.choice, Quot.sound]
'PermutationOperators.linearIndependent_permOp_iff' depends on axioms: [propext, Classical.choice, Quot.sound]
'PermutationOperators.expansion_not_unique' depends on axioms: [propext, Classical.choice, Quot.sound]
'PermutationOperators.ring_exchange_three_qubits' depends on axioms: [propext, Classical.choice, Quot.sound]
```

## From the pigeonhole argument to the ring exchange

`permOp_productState` relabels the factors of a product by `σ`, and `permOp_mul` holds by unfolding the definitions.

In `antisymmetrizer_eq_zero`, the pigeonhole lemma `Fintype.exists_ne_map_eq_of_card_lt` supplies the two particles in one level. `hsw` is $s\circ t=s$, and `hneg` is the sign flip of each term. `Equiv.sum_comp`, applied to left multiplication by the swap, reorders the sum. The result `hsum` is $-S=S$, from which `linear_combination` obtains $S=0$.

The forward direction of `linearIndependent_permOp_iff` assumes independence together with `d < N`. Independence would force every coefficient of the vanishing antisymmetrizer to be zero, but the coefficient of the identity permutation is 1. For the converse, `Fin.castLE` puts particle $i$ in level $i$, which is a configuration with distinct levels. `key` states that $s\circ\sigma=s\circ\tau$ exactly when $\sigma=\tau$, and `h1` is the amplitude at $s$ after the sum has acted on the basis state. Simplification leaves $g_\tau=0$.

In `expansion_not_unique`, comparing the two sets of coefficients at the identity permutation would give $z=0$, so they differ. The operators agree because the added part is $z$ times the vanishing antisymmetrizer.

For the triangle, `hu` lists the six permutations, checked by `decide`, and `key` writes a sum over them as six terms. Once the signs are inserted, `h` is the vanishing antisymmetrizer written out, and the last line rearranges it into the stated identity.
